# A quadratic error bound for position elements built from two plane waves, given a finite third moment

Let $X$ be a measurable real coordinate and $w$ a complex transition density, with both $w$ and $|X|^3|w|$ integrable. For every real $q\neq 0$,

$$
\left|\frac{1}{2iq}\int \left(e^{iqX}-e^{-iqX}\right)w\,d\mu-\int X\,w\,d\mu\right|\le \frac{q^2}{6}\int |X|^3|w|\,d\mu .
$$

The matrix element built from the two plane waves therefore tends to the position matrix element as $q\to 0$.

## Position in a periodic calculation

A uniform magnetic field enters the Hamiltonian through a vector potential that grows linearly with position, and such an operator does not have the periodicity of the crystal. The linear-response GIPAW method for magnetic shielding in crystals handles this by replacing the position operator with a difference of plane-wave modulations at small $q$. Each modulation only shifts the crystal momentum of a Bloch state.

The bound controls this replacement for a single matrix element whose density has a finite third moment, as for localised orbitals that decay fast enough. It says nothing about the rest of a shielding calculation.

For orbitals $\psi$ and $\varphi$ the density is $w=\psi^*\varphi$. Define

$$
M(q)=\int e^{iqX}w\,d\mu,\qquad P=\int X\,w\,d\mu,\qquad P_q=\frac{M(q)-M(-q)}{2iq}.
$$

## The statement in Lean

The three quantities are `planeWaveElement`, `positionElement` and `modulatedPosition`. The coordinate is a function `X : α → ℝ` on an arbitrary space `α` with measure `μ`. On the real line, `X` is the identity and `μ` is length; in three dimensions, `X` can be the component of $\mathbf r$ along a fixed direction and `μ` volume.

There are three standing hypotheses:

- `hX` says that the coordinate is measurable.
- `hw` says that the density is integrable. This holds whenever $w$ is a product of two square-integrable orbitals.
- `h3` says that $|X|^3|w|$ is integrable. Physically, the overlap of the two orbitals must fall off fast enough at large distance. This is assumed, not derived from a Hamiltonian.

The theorem `modulatedPosition_error_le` is the displayed bound, with `‖·‖` the complex modulus. The theorem `modulatedPosition_tendsto` is the limit. Its filter `𝓝[≠] 0` lets $q$ approach zero through nonzero values, so the value at $q=0$ plays no part.

Extended Bloch states integrated over an infinite crystal do not satisfy these hypotheses. The response functions, the induced current and the PAW reconstruction of the shielding are not modelled either.

## From the sine to the error bound

**The sine estimate.** Put $f(y)=\sin y-y+y^3/6$. Since $1-\cos y=2\sin^2(y/2)\le y^2/2$,

$$
f'(y)=\cos y-1+\frac{y^2}{2}\ge 0 .
$$

So $f$ is increasing, and $f(0)=0$. For $y\ge 0$ this gives $\sin y-y\ge -y^3/6$, while $\sin y\le y$ gives $\sin y-y\le 0$. The function $\sin y-y$ is odd, so for all real $y$

$$
|\sin y-y|\le \frac{|y|^3}{6}.
$$

**The integrals exist.** The factors $e^{\pm iqX}$ and $\sin(qX)$ have modulus at most one, so their products with $w$ are integrable. For $Xw$, use $|X|\le 1+|X|^3$: if $|X|\le 1$ the first term suffices, and otherwise the second does. Hence $|Xw|\le |w|+|X|^3|w|$.

**The exact error.** From $e^{i\theta}-e^{-i\theta}=2i\sin\theta$,

$$
M(q)-M(-q)=2i\int \sin(qX)\,w\,d\mu .
$$

Dividing by $2iq$ and subtracting $P$ gives

$$
P_q-P=\frac1q\int\left(\sin(qX)-qX\right)w\,d\mu .
$$

**The bound and the limit.** Take the modulus inside the integral and apply the sine estimate with $y=qX$:

$$
|P_q-P|\le\frac{1}{|q|}\int\frac{|q|^3|X|^3}{6}|w|\,d\mu=\frac{q^2}{6}\int|X|^3|w|\,d\mu .
$$

The last integral is a fixed finite number, so the right-hand side vanishes as $q\to0$.

## A uniform density on the unit interval

Take $X(x)=x$ on the real line, with $w=1$ on $[0,1]$ and $w=0$ elsewhere. Then $P=1/2$, the third absolute moment is $1/4$, and

$$
P_q=\int_0^1\frac{\sin(qx)}{q}\,dx=\frac{1-\cos q}{q^2}.
$$

The bound is $q^2/24$.

| $q$ | $P_q$ | error $\lvert P_q-P\rvert$ | bound |
|---|---|---|---|
| $1$ | $0.45970$ | $0.04030$ | $0.04167$ |
| $0.5$ | $0.48967$ | $0.01033$ | $0.01042$ |

Halving $q$ reduces the error by a factor of about $3.9$, close to the factor of $4$ in the bound.

## The Lean file

```lean
import Mathlib

open MeasureTheory Filter Topology

namespace GIPAWModulatedPosition

noncomputable section

variable {α : Type*} [MeasurableSpace α] {μ : Measure α} {X : α → ℝ} {w : α → ℂ}

/-- The matrix element of the plane-wave modulation `exp(iqX)` for the transition density `w`. -/
def planeWaveElement (μ : Measure α) (X : α → ℝ) (w : α → ℂ) (q : ℝ) : ℂ :=
  ∫ a, Complex.exp (((q * X a : ℝ) : ℂ) * Complex.I) * w a ∂μ

/-- The matrix element of the coordinate `X` for the transition density `w`. -/
def positionElement (μ : Measure α) (X : α → ℝ) (w : α → ℂ) : ℂ :=
  ∫ a, (X a : ℂ) * w a ∂μ

/-- The modulated position element, built from `exp(iqX)` and `exp(-iqX)`, for `q ≠ 0`. -/
def modulatedPosition (μ : Measure α) (X : α → ℝ) (w : α → ℂ) (q : ℝ) : ℂ :=
  (planeWaveElement μ X w q - planeWaveElement μ X w (-q)) / (2 * Complex.I * (q : ℂ))

/-- The sine of a real phase differs from the phase by at most one sixth of the cube of the phase's
absolute value. -/
theorem abs_sin_sub_le (y : ℝ) : |Real.sin y - y| ≤ |y| ^ 3 / 6 := by
  -- sin y - y + y³/6 is increasing, since cos y ≥ 1 - y²/2
  have hd : ∀ t : ℝ, HasDerivAt (fun s : ℝ => Real.sin s - s + s ^ 3 / 6)
      (Real.cos t - 1 + t ^ 2 / 2) t := by
    intro t
    have h := ((Real.hasDerivAt_sin t).fun_sub (hasDerivAt_id' t)).fun_add
      ((hasDerivAt_pow 3 t).div_const 6)
    refine h.congr_deriv ?_
    norm_num
    ring
  have hm : Monotone (fun s : ℝ => Real.sin s - s + s ^ 3 / 6) := by
    refine monotone_of_deriv_nonneg (fun t => (hd t).differentiableAt) (fun t => ?_)
    rw [(hd t).deriv]
    linarith [Real.one_sub_sq_div_two_le_cos (x := t)]
  rcases le_total 0 y with hy | hy
  · have h := hm hy
    simp only [Real.sin_zero] at h
    rw [abs_of_nonneg hy, abs_le]
    have h1 := Real.sin_le hy
    have h2 : 0 ≤ y ^ 3 := pow_nonneg hy 3
    constructor <;> linarith
  · have h := hm hy
    simp only [Real.sin_zero] at h
    have h1 := Real.sin_le (neg_nonneg.2 hy)
    rw [Real.sin_neg] at h1
    have h2 : 0 ≤ (-y) ^ 3 := pow_nonneg (neg_nonneg.2 hy) 3
    have h3 : (-y) ^ 3 = -y ^ 3 := by ring
    rw [abs_of_nonpos hy, abs_le]
    constructor <;> linarith

/-- An integrable density stays integrable when multiplied by a measurable factor of modulus
at most one. -/
theorem integrable_modulated (hw : Integrable w μ) {g : α → ℂ} (hg : Measurable g)
    (hb : ∀ a, ‖g a‖ ≤ 1) : Integrable (fun a => g a * w a) μ := by
  refine Integrable.mono' hw.norm (hg.aestronglyMeasurable.mul hw.aestronglyMeasurable)
    (Eventually.of_forall fun a => ?_)
  rw [norm_mul]
  exact mul_le_of_le_one_left (norm_nonneg _) (hb a)

/-- If `X` is measurable and both `w` and `|X|³‖w‖` are integrable, then `X w` is integrable. -/
theorem integrable_position (hX : Measurable X) (hw : Integrable w μ)
    (h3 : Integrable (fun a => |X a| ^ 3 * ‖w a‖) μ) :
    Integrable (fun a => (X a : ℂ) * w a) μ := by
  refine Integrable.mono' (hw.norm.add h3)
    ((Complex.continuous_ofReal.measurable.comp hX).aestronglyMeasurable.mul
      hw.aestronglyMeasurable) (Eventually.of_forall fun a => ?_)
  have ht : |X a| ≤ 1 + |X a| ^ 3 := by
    have h0 := abs_nonneg (X a)
    rcases le_total |X a| 1 with h | h
    · linarith [pow_nonneg h0 3]
    · nlinarith [mul_nonneg (mul_nonneg h0 (sub_nonneg.2 h)) (add_nonneg h0 zero_le_one)]
  change ‖(X a : ℂ) * w a‖ ≤ ‖w a‖ + |X a| ^ 3 * ‖w a‖
  rw [norm_mul, Complex.norm_real, Real.norm_eq_abs]
  linarith [mul_le_mul_of_nonneg_right ht (norm_nonneg (w a))]

/-- For measurable `X` and integrable `w`, the difference of the two opposite plane-wave elements is
`2i` times the matrix element of `sin(qX)`. -/
theorem planeWave_difference (hX : Measurable X) (hw : Integrable w μ) (q : ℝ) :
    planeWaveElement μ X w q - planeWaveElement μ X w (-q) =
      2 * Complex.I * ∫ a, ((Real.sin (q * X a) : ℝ) : ℂ) * w a ∂μ := by
  have hi : ∀ k : ℝ, Integrable
      (fun a => Complex.exp (((k * X a : ℝ) : ℂ) * Complex.I) * w a) μ := fun k =>
    integrable_modulated hw
      ((by fun_prop : Continuous fun t : ℝ =>
        Complex.exp (((k * t : ℝ) : ℂ) * Complex.I)).measurable.comp hX)
      (fun a => (Complex.norm_exp_ofReal_mul_I _).le)
  unfold planeWaveElement
  rw [← integral_sub (hi q) (hi (-q)), ← integral_const_mul]
  congr 1
  ext a
  have hn : ((-q * X a : ℝ) : ℂ) = -((q * X a : ℝ) : ℂ) := by push_cast; ring
  rw [hn, Complex.exp_mul_I, Complex.exp_mul_I, Complex.cos_neg, Complex.sin_neg,
    Complex.ofReal_sin]
  ring

/-- For `q ≠ 0`, measurable `X`, and integrable `w` and `|X|³‖w‖`, the error of the modulated
position element is the matrix element of `sin(qX) - qX`, divided by `q`. -/
theorem modulated_error (hX : Measurable X) (hw : Integrable w μ)
    (h3 : Integrable (fun a => |X a| ^ 3 * ‖w a‖) μ) {q : ℝ} (hq : q ≠ 0) :
    modulatedPosition μ X w q - positionElement μ X w =
      (∫ a, ((Real.sin (q * X a) - q * X a : ℝ) : ℂ) * w a ∂μ) / (q : ℂ) := by
  have hs : Integrable (fun a => ((Real.sin (q * X a) : ℝ) : ℂ) * w a) μ :=
    integrable_modulated hw
      ((by fun_prop : Continuous fun t : ℝ =>
        ((Real.sin (q * t) : ℝ) : ℂ)).measurable.comp hX)
      (fun a => by
        rw [Complex.norm_real, Real.norm_eq_abs]
        exact Real.abs_sin_le_one _)
  have e : ∫ a, ((Real.sin (q * X a) - q * X a : ℝ) : ℂ) * w a ∂μ =
      (∫ a, ((Real.sin (q * X a) : ℝ) : ℂ) * w a ∂μ) - (q : ℂ) * positionElement μ X w := by
    unfold positionElement
    rw [← integral_const_mul, ← integral_sub hs ((integrable_position hX hw h3).const_mul _)]
    congr 1
    ext a
    push_cast
    ring
  have hI : 2 * Complex.I ≠ 0 := mul_ne_zero two_ne_zero Complex.I_ne_zero
  rw [e, modulatedPosition, planeWave_difference hX hw, mul_div_mul_left _ _ hI, sub_div,
    mul_div_cancel_left₀ _ (Complex.ofReal_ne_zero.2 hq)]

/-- For `q ≠ 0`, measurable `X`, and integrable `w` and `|X|³‖w‖`, the modulated position element
differs from the true one by at most `q²/6` times the third absolute moment. -/
theorem modulatedPosition_error_le (hX : Measurable X) (hw : Integrable w μ)
    (h3 : Integrable (fun a => |X a| ^ 3 * ‖w a‖) μ) {q : ℝ} (hq : q ≠ 0) :
    ‖modulatedPosition μ X w q - positionElement μ X w‖ ≤
      q ^ 2 / 6 * ∫ a, |X a| ^ 3 * ‖w a‖ ∂μ := by
  rw [modulated_error hX hw h3 hq, norm_div, Complex.norm_real, Real.norm_eq_abs,
    div_le_iff₀ (abs_pos.2 hq)]
  calc ‖∫ a, ((Real.sin (q * X a) - q * X a : ℝ) : ℂ) * w a ∂μ‖
      ≤ ∫ a, |q| ^ 3 / 6 * (|X a| ^ 3 * ‖w a‖) ∂μ := by
        refine norm_integral_le_of_norm_le (h3.const_mul _) (Eventually.of_forall fun a => ?_)
        rw [norm_mul, Complex.norm_real, Real.norm_eq_abs]
        refine (mul_le_mul_of_nonneg_right (abs_sin_sub_le _) (norm_nonneg _)).trans_eq ?_
        rw [abs_mul]
        ring
    _ = q ^ 2 / 6 * (∫ a, |X a| ^ 3 * ‖w a‖ ∂μ) * |q| := by
        rw [integral_const_mul, ← sq_abs q]
        ring

/-- If `X` is measurable and both `w` and `|X|³‖w‖` are integrable, the modulated position element
tends to the true one as `q → 0`. -/
theorem modulatedPosition_tendsto (hX : Measurable X) (hw : Integrable w μ)
    (h3 : Integrable (fun a => |X a| ^ 3 * ‖w a‖) μ) :
    Tendsto (modulatedPosition μ X w) (𝓝[≠] 0) (𝓝 (positionElement μ X w)) := by
  rw [tendsto_iff_norm_sub_tendsto_zero]
  have h0 : Tendsto (fun q : ℝ => q ^ 2 / 6 * ∫ a, |X a| ^ 3 * ‖w a‖ ∂μ) (𝓝[≠] 0) (𝓝 0) :=
    (Continuous.tendsto' (by fun_prop) 0 0 (by simp)).mono_left nhdsWithin_le_nhds
  refine squeeze_zero' (Eventually.of_forall fun _ => norm_nonneg _) ?_ h0
  filter_upwards [self_mem_nhdsWithin] with q hq
  exact modulatedPosition_error_le hX hw h3 hq

end

end GIPAWModulatedPosition
```

```lean
#print axioms GIPAWModulatedPosition.modulatedPosition_error_le
-- 'GIPAWModulatedPosition.modulatedPosition_error_le' depends on axioms: [propext, Classical.choice, Quot.sound]
#print axioms GIPAWModulatedPosition.modulatedPosition_tendsto
-- 'GIPAWModulatedPosition.modulatedPosition_tendsto' depends on axioms: [propext, Classical.choice, Quot.sound]
```

## Reading the proof

`abs_sin_sub_le` is the sine estimate. It computes the derivative of $f$, obtains monotonicity from `monotone_of_deriv_nonneg`, and treats the two signs of $y$ separately. The cosine inequality comes from Mathlib as `Real.one_sub_sq_div_two_le_cos`.

`integrable_modulated` handles the bounded factors, and `integrable_position` handles $Xw$. In the latter, the case $|X|\ge1$ is settled by `nlinarith`, which is given that $|X|(|X|-1)(1+|X|)$ is nonnegative; this is $|X|^3\ge|X|$.

`planeWave_difference` combines the two plane-wave integrals with `integral_sub`, which requires each to be integrable. It then expands the exponentials with `Complex.exp_mul_I`: the cosines cancel and the sines add.

`modulated_error` is the exact error formula. Its intermediate equation `e` splits the integral of $(\sin(qX)-qX)w$ into its two parts, and the hypothesis `hq` allows the factor $q$ to be cancelled.

`modulatedPosition_error_le` multiplies the inequality through by $|q|$. The first step of its `calc` block integrates the pointwise sine estimate, and the second takes out the constant and writes $|q|^3$ as $q^2|q|$.

`modulatedPosition_tendsto` squeezes the error between zero and the bound. The step `filter_upwards [self_mem_nhdsWithin]` supplies the condition $q\ne0$ under which the bound applies.
